# Leading eigenorbitals of a real two-electron singlet span an active space of maximal weight for its dimension

Put the two electrons of a singlet into two real orthonormal orbitals $\varphi_0,\varphi_1$, with spatial wavefunction $c_0\,\varphi_0\varphi_0+c_1\,\varphi_1\varphi_1$ and $c_0^2\ge c_1^2$. Allow one active orbital, $v=\cos\theta\,\varphi_0+\sin\theta\,\varphi_1$. The weight with both electrons in $v$ is

$$(c_0\cos^2\theta+c_1\sin^2\theta)^2\;\le\;c_0^2\cos^2\theta+c_1^2\sin^2\theta\;\le\;c_0^2 .$$

The first step expands the square and uses $2c_0c_1\le c_0^2+c_1^2$; the second says that an average does not exceed its larger member. The choice $v=\varphi_0$ reaches the bound. The same two steps work for any finite number of orbitals and any dimension of the active space.

The result bears on choosing active orbitals by natural occupation, for a given two-electron singlet in a finite real basis. It concerns the weight of that fixed wavefunction, not an energy.

## The wavefunction as a matrix

```lean
import Mathlib

open Matrix

namespace TwoElectronActiveSpace

noncomputable section

variable {n : Type*} [Fintype n] [DecidableEq n]
```

The type `n` is any finite set of labels for real orthonormal spatial orbitals. A `Matrix n n ℝ` is a real square matrix indexed by them, and `ᵀ` denotes the transpose. The singlet has spatial part $\sum_{ij}C_{ij}\,\varphi_i(1)\varphi_j(2)$ with $C$ symmetric.

```lean
/-- The spin-summed one-electron density `2 C²` of a two-electron singlet with real symmetric
coefficient matrix `C`. -/
def density (C : Matrix n n ℝ) : Matrix n n ℝ := (2 : ℝ) • (C * C)
```

This is the spin-summed density matrix $D=2C^2$. The sign `•` multiplies a matrix by a number.

```lean
/-- The squared Frobenius norm, the sum of all squared entries. -/
def frobSq (A : Matrix n n ℝ) : ℝ := ∑ i, ∑ j, A i j ^ 2
```

This is $\|A\|^2=\sum_{ij}A_{ij}^2$. For a normalised wavefunction $\|C\|^2=1$, but the file does not require it.

## Active spaces and natural orbitals

```lean
/-- `P` is the orthogonal projector on the span of `m` orthonormal orbitals, the columns
of `V`. -/
def IsActiveProjector (P : Matrix n n ℝ) (m : ℕ) : Prop :=
  ∃ V : Matrix n (Fin m) ℝ, Vᵀ * V = 1 ∧ P = V * Vᵀ
```

An active space of dimension $m$ is given by $m$ orthonormal orbitals, the columns of $V$, so that $V^{\mathsf T}V=1$ and $P=VV^{\mathsf T}$. `Fin m` is the set of labels $0,\dots,m-1$. The matrix $PCP$ is the wavefunction with both electrons projected into the space, and $\|PCP\|^2$ is the captured weight. If $\|C\|^2=1$, this is the probability of finding both electrons there; for any other nonzero $C$, divide by $\|C\|^2$.

```lean
/-- The columns of `U` are orthonormal orbitals that diagonalise the coefficient matrix `C`,
with amplitudes `c`. -/
structure NaturalOrbitals (C U : Matrix n n ℝ) (c : n → ℝ) : Prop where
  orth : Uᵀ * U = 1
  diag : C = U * diagonal c * Uᵀ
```

`NaturalOrbitals C U c` bundles two conditions: the columns $u_i$ of $U$ are orthonormal, and $C=U\,\mathrm{diag}(c)\,U^{\mathsf T}$. The orbitals must therefore diagonalise $C$ itself. That is stronger than diagonalising $D$ when nonzero amplitudes $c$ and $-c$ both occur.

```lean
/-- The orbitals in `S` have the largest squared amplitudes. -/
def IsLeading (c : n → ℝ) (S : Finset n) : Prop :=
  ∀ i ∈ S, ∀ j, j ∉ S → c j ^ 2 ≤ c i ^ 2
```

A set $S$ of orbitals is leading if no orbital outside it has a larger squared amplitude than one inside. Ties are allowed. Sorting the squared amplitudes gives such a set of every size from zero to the number of orbitals.

```lean
/-- The projector on the span of the orbitals in `S`, for orthonormal columns of `U`. -/
def orbitalProjector (U : Matrix n n ℝ) (S : Finset n) : Matrix n n ℝ :=
  U * diagonal (fun i => if i ∈ S then (1 : ℝ) else 0) * Uᵀ
```

This is $P_S=\sum_{i\in S}u_iu_i^{\mathsf T}$, written with a diagonal matrix of ones and zeros.

## Diagonalising the wavefunction and its density

```lean
/-- Every real symmetric coefficient matrix has natural orbitals. -/
theorem exists_naturalOrbitals {C : Matrix n n ℝ} (hC : Cᵀ = C) :
    ∃ U c, NaturalOrbitals C U c := by
  have hH : C.IsHermitian := by
    rw [Matrix.IsHermitian, conjTranspose_eq_transpose_of_trivial, hC]
  refine ⟨(hH.eigenvectorUnitary : Matrix n n ℝ), hH.eigenvalues, ?_, ?_⟩
  · have h := Unitary.coe_star_mul_self hH.eigenvectorUnitary
    rwa [star_eq_conjTranspose, conjTranspose_eq_transpose_of_trivial] at h
  · have h := hH.spectral_theorem
    rw [Unitary.conjStarAlgAut_apply] at h
    exact h
```

The hypothesis `hC` says that $C$ is symmetric, and the conclusion says that suitable $U$ and $c$ exist. By hand this is the spectral theorem. For a real matrix the Hermitian conjugate is the transpose, so the proof first turns `hC` into `C.IsHermitian`. It then takes eigenvectors and eigenvalues from Mathlib and checks the two conditions.

```lean
/-- Natural orbitals diagonalise the density, with occupations twice the squared amplitudes. -/
theorem density_eq {C U : Matrix n n ℝ} {c : n → ℝ} (h : NaturalOrbitals C U c) :
    density C = U * diagonal (fun i => 2 * c i ^ 2) * Uᵀ := by
  have hd : diagonal (fun i => 2 * c i ^ 2) = (2 : ℝ) • (diagonal c * diagonal c) := by
    rw [diagonal_mul_diagonal, ← diagonal_smul]
    congr 1
    ext i
    simp [sq]
  have hCC : C * C = U * diagonal c * (Uᵀ * U) * diagonal c * Uᵀ := by
    rw [h.diag]; simp only [mul_assoc]
  rw [density, hCC, h.orth, mul_one, hd, Matrix.mul_smul, Matrix.smul_mul, ← mul_assoc]
```

Since $U^{\mathsf T}U=1$,

$$D=2\,U\,\mathrm{diag}(c)\,U^{\mathsf T}U\,\mathrm{diag}(c)\,U^{\mathsf T}=U\,\mathrm{diag}(2c_i^2)\,U^{\mathsf T}.$$

The occupations are $2c_i^2$, so ordering by occupation is ordering by squared amplitude. In the proof, `hCC` brings the two inner factors together and `h.orth` removes them.

```lean
omit [DecidableEq n] in
/-- The projector on `m` orthonormal orbitals is symmetric and idempotent and has trace `m`. -/
theorem projector_properties {P : Matrix n n ℝ} {m : ℕ} (hP : IsActiveProjector P m) :
    Pᵀ = P ∧ P * P = P ∧ P.trace = m := by
  obtain ⟨V, hV, rfl⟩ := hP
  refine ⟨by rw [transpose_mul, transpose_transpose], ?_, ?_⟩
  · rw [Matrix.mul_assoc, ← Matrix.mul_assoc Vᵀ, hV, Matrix.one_mul]
  · rw [trace_mul_comm, hV]; simp
```

From $P=VV^{\mathsf T}$ follow $P^{\mathsf T}=P$, then $P^2=V(V^{\mathsf T}V)V^{\mathsf T}=P$, and $\operatorname{tr}P=\operatorname{tr}V^{\mathsf T}V=m$. The `obtain` line unpacks $V$ from the hypothesis, and the three parts are then proved in this order.

## The captured weight in natural orbitals

```lean
/-- The weight captured by an active space, expanded in natural orbitals. -/
theorem weight_eq {C U P : Matrix n n ℝ} {c : n → ℝ} (h : NaturalOrbitals C U c)
    (hs : Pᵀ = P) (hi : P * P = P) :
    frobSq (P * C * P) = ∑ i, ∑ j, c i * c j * (Uᵀ * P * U) i j ^ 2 := by
  have hC : Cᵀ = C := by rw [h.diag]; simp [transpose_mul, mul_assoc]
  have hQ : (Uᵀ * P * U)ᵀ = Uᵀ * P * U := by
    rw [transpose_mul, transpose_mul, transpose_transpose, hs, mul_assoc]
  have hf : frobSq (P * C * P) = ((P * C * P)ᵀ * (P * C * P)).trace := by
    simp only [frobSq, trace, diag_apply, mul_apply (M := (P * C * P)ᵀ), transpose_apply, sq]
    exact Finset.sum_comm
  have h1 : (P * C * P)ᵀ = P * C * P := by
    rw [transpose_mul, transpose_mul, hs, hC, mul_assoc]
  have e1 : P * C * P * (P * C * P) = P * C * (P * P) * C * P := by simp only [mul_assoc]
  have e2 : P * (P * C * P * C) = P * P * C * P * C := by simp only [mul_assoc]
  have e3 : P * C * P * C = P * U * diagonal c * Uᵀ * P * U * diagonal c * Uᵀ := by
    rw [h.diag]; simp only [mul_assoc]
  have e4 : Uᵀ * (P * U * diagonal c * Uᵀ * P * U * diagonal c)
      = (Uᵀ * P * U * diagonal c) * (Uᵀ * P * U * diagonal c) := by simp only [mul_assoc]
  -- cyclicity of the trace moves everything to the natural-orbital basis
  rw [hf, h1, e1, hi, trace_mul_comm, e2, hi, e3, trace_mul_comm, e4]
  refine Finset.sum_congr rfl fun i _ => ?_
  rw [diag_apply, mul_apply]
  refine Finset.sum_congr rfl fun j _ => ?_
  have hji : (Uᵀ * P * U) j i = (Uᵀ * P * U) i j := congrFun (congrFun hQ i) j
  rw [mul_diagonal, mul_diagonal, hji]
  ring
```

Let $Q=U^{\mathsf T}PU$ be the projector in the natural-orbital basis. Because $PCP$ is symmetric and $P^2=P$, cyclicity of the trace gives

$$\|PCP\|^2=\operatorname{tr}(PCP\,PCP)=\operatorname{tr}(PCPC).$$

Inserting $C=U\,\mathrm{diag}(c)\,U^{\mathsf T}$ yields

$$\|PCP\|^2=\operatorname{tr}\big(Q\,\mathrm{diag}(c)\,Q\,\mathrm{diag}(c)\big)=\sum_{ij}c_ic_j\,Q_{ij}^2 .$$

Amplitudes of opposite sign thus reduce the weight when the active space mixes their orbitals. In Lean, `hf` turns the norm into a trace, `e1` to `e4` regroup products, and `trace_mul_comm` is the cyclic step. The last lines write out the trace entry by entry.

## The upper bound

```lean
/-- No active space captures more weight than the sum of equally many leading squared
amplitudes. -/
theorem weight_le {C U P : Matrix n n ℝ} {c : n → ℝ} {S : Finset n}
    (h : NaturalOrbitals C U c) (hS : IsLeading c S) (hP : IsActiveProjector P S.card) :
    frobSq (P * C * P) ≤ ∑ i ∈ S, c i ^ 2 := by
  obtain ⟨hs, hi, ht⟩ := projector_properties hP
  have hUU : U * Uᵀ = 1 := mul_eq_one_comm.mp h.orth
  rw [weight_eq h hs hi]
  obtain ⟨Q, hQ⟩ : ∃ Q, Q = Uᵀ * P * U := ⟨_, rfl⟩
  rw [← hQ]
  have hsym : ∀ i j, Q i j = Q j i := fun i j => by
    have hQs : Qᵀ = Q := by
      rw [hQ, transpose_mul, transpose_mul, transpose_transpose, hs, mul_assoc]
    exact congrFun (congrFun hQs j) i
  have hQi : Q * Q = Q := by
    calc Q * Q = Uᵀ * P * (U * Uᵀ) * P * U := by rw [hQ]; simp only [mul_assoc]
      _ = Q := by rw [hUU, mul_one, mul_assoc Uᵀ, hi, hQ]
  have hQt : ∑ i, Q i i = (S.card : ℝ) := by
    change Q.trace = _
    rw [hQ, trace_mul_comm, ← mul_assoc, hUU, one_mul, ht]
  have hrow : ∀ i, ∑ j, Q i j ^ 2 = Q i i := fun i => by
    have h2 := congrFun (congrFun hQi i) i
    rw [mul_apply] at h2
    exact Eq.trans (Finset.sum_congr rfl fun j _ => by rw [hsym j i, sq]) h2
  -- the cross terms are bounded by the arithmetic mean
  have e1 : ∑ i, ∑ j, c i ^ 2 * Q i j ^ 2 = ∑ i, c i ^ 2 * Q i i := by
    simp only [← Finset.mul_sum, hrow]
  have e2 : ∑ i, ∑ j, c j ^ 2 * Q i j ^ 2 = ∑ i, c i ^ 2 * Q i i := by
    rw [Finset.sum_comm, ← e1]
    exact Finset.sum_congr rfl fun i _ => Finset.sum_congr rfl fun j _ => by rw [hsym j i]
  have hle : ∑ i, ∑ j, c i * c j * Q i j ^ 2 + ∑ i, ∑ j, c i * c j * Q i j ^ 2
      ≤ ∑ i, ∑ j, c i ^ 2 * Q i j ^ 2 + ∑ i, ∑ j, c j ^ 2 * Q i j ^ 2 := by
    simp only [← Finset.sum_add_distrib]
    exact Finset.sum_le_sum fun i _ => Finset.sum_le_sum fun j _ => by
      nlinarith [mul_nonneg (sq_nonneg (c i - c j)) (sq_nonneg (Q i j))]
  -- a threshold separates leading from remaining squared amplitudes
  obtain ⟨t, ht1, ht2⟩ : ∃ t : ℝ, (∀ i ∈ S, t ≤ c i ^ 2) ∧ ∀ j, j ∉ S → c j ^ 2 ≤ t := by
    rcases S.eq_empty_or_nonempty with rfl | hne
    · exact ⟨∑ j, c j ^ 2, by simp, fun j _ => Finset.single_le_sum
        (f := fun j => c j ^ 2) (fun j _ => sq_nonneg _) (Finset.mem_univ j)⟩
    · obtain ⟨a, ha, hmin⟩ := S.exists_min_image (fun i => c i ^ 2) hne
      exact ⟨c a ^ 2, hmin, hS a ha⟩
  have hfin : ∑ i, c i ^ 2 * Q i i ≤ ∑ i ∈ S, c i ^ 2 := by
    calc ∑ i, c i ^ 2 * Q i i
        ≤ ∑ i, ((if i ∈ S then c i ^ 2 else 0) + t * (Q i i - if i ∈ S then 1 else 0)) := by
          refine Finset.sum_le_sum fun i _ => ?_
          have hsq : Q i i ^ 2 ≤ Q i i := (Finset.single_le_sum (f := fun j => Q i j ^ 2)
            (fun j _ => sq_nonneg _) (Finset.mem_univ i)).trans (hrow i).le
          have h0 : 0 ≤ Q i i := (sq_nonneg _).trans hsq
          have h1 : Q i i ≤ 1 := by nlinarith
          by_cases hm : i ∈ S
          · simp only [hm, if_true]
            nlinarith [mul_nonneg (sub_nonneg.2 (ht1 i hm)) (sub_nonneg.2 h1)]
          · simp only [hm, if_false]
            nlinarith [mul_nonneg (sub_nonneg.2 (ht2 i hm)) h0]
      _ = ∑ i ∈ S, c i ^ 2 := by
          rw [Finset.sum_add_distrib, ← Finset.mul_sum, Finset.sum_sub_distrib, hQt]
          simp
  linarith
```

Here `S.card` is $|S|$, the number of orbitals in $S$, and $P$ is any active projector of that dimension. The argument has three steps.

First, $Q$ is again symmetric and idempotent, with trace $|S|$. This uses $UU^{\mathsf T}=1$, which follows from $U^{\mathsf T}U=1$ because $U$ is square. The diagonal of $Q^2=Q$ reads $\sum_jQ_{ij}^2=Q_{ii}$. Hence $Q_{ii}^2\le Q_{ii}$, and so $0\le Q_{ii}\le1$. These facts are `hsym`, `hQi`, `hQt` and `hrow`, with the bounds on $Q_{ii}$ obtained later as `h0` and `h1`.

Second, $c_ic_j\le\tfrac12(c_i^2+c_j^2)$ gives

$$\sum_{ij}c_ic_jQ_{ij}^2\;\le\;\tfrac12\sum_{ij}(c_i^2+c_j^2)Q_{ij}^2\;=\;\sum_ic_i^2Q_{ii}.$$

The right-hand side is $\tfrac12\operatorname{tr}(PD)$, half the mean number of electrons in the active space when $C$ is normalised. Lean proves twice this inequality in `hle`, with `e1` and `e2` evaluating the two sums on the right.

Third, choose a threshold $t$ with $c_i^2\ge t$ in $S$ and $c_i^2\le t$ outside. The smallest squared amplitude in $S$ will do; if $S$ is empty, the code takes the sum of all squared amplitudes. Let $s_i$ be 1 for $i\in S$ and 0 otherwise. Then

$$c_i^2Q_{ii}\le c_i^2s_i+t\,(Q_{ii}-s_i),$$

because the right side minus the left is $(c_i^2-t)(1-Q_{ii})\ge0$ in $S$ and $(t-c_i^2)Q_{ii}\ge0$ outside. Summed over $i$, the terms with $t$ cancel, since $\sum_iQ_{ii}=|S|=\sum_is_i$. What remains is `hfin`,

$$\sum_ic_i^2Q_{ii}\le\sum_{i\in S}c_i^2 .$$

The tactic `nlinarith` receives the nonnegative products as hints, and the final `linarith` joins the second and third steps.

## The leading orbitals reach the bound

```lean
/-- The leading natural orbitals span an active space whose captured weight is the sum of their
squared amplitudes, and no active space of the same dimension captures more. -/
theorem leading_orbitals_optimal {C U : Matrix n n ℝ} {c : n → ℝ} {S : Finset n}
    (h : NaturalOrbitals C U c) (hS : IsLeading c S) :
    IsActiveProjector (orbitalProjector U S) S.card ∧
    frobSq (orbitalProjector U S * C * orbitalProjector U S) = ∑ i ∈ S, c i ^ 2 ∧
    ∀ P, IsActiveProjector P S.card → frobSq (P * C * P) ≤ ∑ i ∈ S, c i ^ 2 := by
  have hact : IsActiveProjector (orbitalProjector U S) S.card := by
    -- the active orbitals are the columns of U labelled by S
    refine ⟨U.submatrix id (fun a : Fin S.card => (S.equivFin.symm a : n)), ?_, ?_⟩
    · ext a b
      have hab := congrFun (congrFun h.orth (S.equivFin.symm a)) (S.equivFin.symm b)
      rw [mul_apply] at hab ⊢
      simp only [transpose_apply, submatrix_apply, id_eq] at hab ⊢
      rw [hab]
      simp [one_apply]
    · ext i j
      rw [orbitalProjector, mul_apply, mul_apply]
      simp only [mul_diagonal, transpose_apply, submatrix_apply, id_eq, mul_ite, mul_one,
        mul_zero, ite_mul, zero_mul, Finset.sum_ite_mem, Finset.univ_inter]
      exact ((Equiv.sum_comp S.equivFin.symm (fun x : S => U i x * U j x)).trans
        (Finset.sum_coe_sort S (fun k => U i k * U j k))).symm
  refine ⟨hact, ?_, fun P hP => weight_le h hS hP⟩
  obtain ⟨hs, hi, -⟩ := projector_properties hact
  have hQ : Uᵀ * orbitalProjector U S * U
      = diagonal (fun i => if i ∈ S then (1 : ℝ) else 0) := by
    calc _ = (Uᵀ * U) * diagonal (fun i => if i ∈ S then (1 : ℝ) else 0) * (Uᵀ * U) := by
          simp only [orbitalProjector, mul_assoc]
      _ = _ := by rw [h.orth, one_mul, mul_one]
  have hrow : ∀ i, ∑ j, c i * c j * diagonal (fun i => if i ∈ S then (1 : ℝ) else 0) i j ^ 2
      = if i ∈ S then c i ^ 2 else 0 := fun i => by
    rw [Finset.sum_eq_single i]
    · by_cases hm : i ∈ S <;> simp [hm, sq]
    · intro j _ hj
      rw [diagonal_apply_ne _ (Ne.symm hj)]
      simp
    · simp
  rw [weight_eq h hs hi, hQ]
  simp only [hrow, Finset.sum_ite_mem, Finset.univ_inter]
```

The theorem has three parts, joined by `∧`: $P_S$ is an active projector of dimension $|S|$, it captures exactly $\sum_{i\in S}c_i^2$, and no active projector of that dimension captures more. Together they say that the maximum is attained.

For the first part, the proof numbers the elements of $S$ and takes the corresponding columns of $U$ as $V$. For the second, `hQ` computes $U^{\mathsf T}P_SU=\mathrm{diag}(s)$, so the weight formula collapses:

$$\|P_SCP_S\|^2=\sum_{ij}c_ic_j\,(s_i\delta_{ij})^2=\sum_{i\in S}c_i^2 .$$

The third part is `weight_le`.

The theorem does not describe all maximisers, and with ties there can be several. Its setting is two electrons, a singlet and real coefficients.

## When the density alone misleads

```lean
/-- For two orbitals with amplitudes `c` and `-c` the density is a multiple of the identity, and
the active space of their equal-weight sum captures no weight. -/
theorem degenerate_density_example (c : ℝ) :
    density !![c, 0; 0, -c] = (2 * c ^ 2) • (1 : Matrix (Fin 2) (Fin 2) ℝ) ∧
    IsActiveProjector !![(1 / 2 : ℝ), 1 / 2; 1 / 2, 1 / 2] 1 ∧
    frobSq (!![(1 / 2 : ℝ), 1 / 2; 1 / 2, 1 / 2] * !![c, 0; 0, -c] *
      !![(1 / 2 : ℝ), 1 / 2; 1 / 2, 1 / 2]) = 0 := by
  obtain ⟨s, hs⟩ : ∃ s : ℝ, s * s = 1 / 2 := ⟨√(1 / 2), Real.mul_self_sqrt (by norm_num)⟩
  refine ⟨?_, ⟨!![s; s], ?_, ?_⟩, ?_⟩
  · ext i j
    fin_cases i <;> fin_cases j <;> simp [density, sq]
  · ext i j
    fin_cases i
    fin_cases j
    norm_num [mul_apply, Fin.sum_univ_succ, hs]
  · ext i j
    fin_cases i <;> fin_cases j <;> norm_num [mul_apply, Fin.sum_univ_succ, hs]
  · simp [frobSq, mul_apply, Fin.sum_univ_succ]

end

end TwoElectronActiveSpace
```

The notation `!![a, b; c, d]` lists a matrix row by row. Take $C=\mathrm{diag}(c,-c)$. Then $D=2c^2\,\mathbb 1$, and every orbital is an eigenvector of $D$ with the same occupation. The orbital $v=(\varphi_0+\varphi_1)/\sqrt2$ has the projector shown, with all entries $\tfrac12$. Since $v^{\mathsf T}Cv=\tfrac12(c-c)=0$, it captures nothing.

In the normalised case $c=1/\sqrt2$, either original orbital captures weight $\tfrac12$. In terms of $v$ and $w=(\varphi_0-\varphi_1)/\sqrt2$, the same state is the open-shell singlet $(vw+wv)/\sqrt2$, which never has both electrons in $v$. This is why `NaturalOrbitals` refers to $C$ and not to $D$.

The proof introduces a number $s$ with $s^2=\tfrac12$ for the components of $v$, and `fin_cases` checks the matrix identities entry by entry.

```lean
#print axioms TwoElectronActiveSpace.exists_naturalOrbitals
#print axioms TwoElectronActiveSpace.density_eq
#print axioms TwoElectronActiveSpace.leading_orbitals_optimal
#print axioms TwoElectronActiveSpace.degenerate_density_example
```

```
'TwoElectronActiveSpace.exists_naturalOrbitals' depends on axioms: [propext, Classical.choice, Quot.sound]
'TwoElectronActiveSpace.density_eq' depends on axioms: [propext, Classical.choice, Quot.sound]
'TwoElectronActiveSpace.leading_orbitals_optimal' depends on axioms: [propext, Classical.choice, Quot.sound]
'TwoElectronActiveSpace.degenerate_density_example' depends on axioms: [propext, Classical.choice, Quot.sound]
```
